# Full weighting and bilinear interpolation turn the five-point Laplacian into a nine-point coarse stencil

A multigrid solver for the Poisson equation needs an operator on the grid of spacing $2h$ that stands in for the one on the grid of spacing $h$. Here both grids are taken to be the whole lattice $\mathbb Z^2$, without boundaries, so that every node has all eight neighbours and one formula describes the coarse operator everywhere.

## The coarse operator at spacing 2h

Let $A_h$ be the five-point negative Laplacian, with weights $4$ at the centre and $-1$ on the four edges, divided by $h^2$. Let $P$ be bilinear interpolation from the coarse to the fine grid, and $R$ full weighting back, the tensor product of $(1,2,1)/4$ in the two directions. For $h>0$,

$$
R A_h P=\frac{1}{(2h)^2}
\begin{pmatrix}
-\tfrac14&-\tfrac12&-\tfrac14\\
-\tfrac12&3&-\tfrac12\\
-\tfrac14&-\tfrac12&-\tfrac14
\end{pmatrix}
\neq A_{2h}.
$$

## Where the stencil enters a solver

A code can build its coarse operators as the product $RAP$, or it can discretise again with five points at spacing $2h$. With these transfers the two choices give different operators. A code that forms the product needs storage for corner couplings from the first coarse level on, even though the finest level has none.

The stencil can be read off by applying the assembled coarse operator to a grid function that is one at a single node, far from any boundary, and zero elsewhere. Real-space electronic-structure codes meet such Poisson problems when they compute the Hartree potential, usually in three dimensions, whereas the identity here is for a uniform two-dimensional lattice.

## Derivation from one-dimensional factors

Write $D$ for the one-dimensional difference $(Dv)_i=2v_i-v_{i+1}-v_{i-1}$, $p$ for linear interpolation and $r$ for the weights $(1,2,1)/4$. Interpolation gives $(pv)_{2i}=v_i$ and $(pv)_{2i+1}=(v_i+v_{i+1})/2$. Restricting at once,

$$
(rpv)_i=\tfrac14\Big(2v_i+\tfrac{v_i+v_{i+1}}2+\tfrac{v_i+v_{i-1}}2\Big)
=\tfrac18(6v_i+v_{i+1}+v_{i-1})=v_i-\tfrac18(Dv)_i .
$$

With $D$ in between, the odd fine points give zero, because $pv$ is linear across them. At even points

$$
(Dpv)_{2i}=2v_i-\tfrac{v_i+v_{i+1}}2-\tfrac{v_i+v_{i-1}}2=\tfrac12(Dv)_i ,
$$

and the central weight $\tfrac12$ of $r$ turns this into $rDp=\tfrac14D$.

In two dimensions, let $D_x$ and $D_y$ act on the first and second index, and consider the family

$$
A_{s,h}=\frac{D_x+D_y-s\,D_xD_y}{h^2}.
$$

The product $D_xD_y$ has centre $4$, edges $-2$ and corners $1$, so $A_{s,h}$ has centre $4-4s$, edges $2s-1$ and corners $-s$, over $h^2$. Since $R$ and $P$ are products of their one-dimensional factors,

$$
\begin{aligned}
h^2\,RA_{s,h}P&=\tfrac14D_x\big(1-\tfrac18D_y\big)+\tfrac14\big(1-\tfrac18D_x\big)D_y-\tfrac{s}{16}D_xD_y\\
&=\tfrac14\Big(D_x+D_y-\tfrac{1+s}4D_xD_y\Big).
\end{aligned}
$$

Dividing by $h^2$ gives $RA_{s,h}P=A_{(1+s)/4,\,2h}$. The five-point operator is $s=0$. Its coarse version has $s=\tfrac14$, which is the stencil above, and

$$
RA_hP=A_{2h}-\frac{D_xD_y}{4(2h)^2}.
$$

The two coarse operators therefore agree at a node exactly when $D_xD_yu$ vanishes there. For $u_{i,j}=i^2j^2$ it equals $4$ at the origin, so the operators differ.

Repeated coarsening follows $s_{n+1}=(1+s_n)/4$ with $s_0=0$. Subtracting the fixed point gives $s_{n+1}-\tfrac13=\tfrac14(s_n-\tfrac13)$, hence $s_n=(1-4^{-n})/3$ at spacing $2^nh$. As $n$ grows, $s_n\to\tfrac13$, and the weights tend to $8/3$ at the centre and $-1/3$ at all eight neighbours.

## Lean source

```lean
import Mathlib

open Filter Topology

namespace MultigridCoarseLaplacian

noncomputable section

/-- Real-valued functions on the nodes of the square lattice. -/
abbrev Grid := ℤ → ℤ → ℝ

/-- The five-point negative Laplacian with spacing `h ≠ 0`. -/
def negLaplacian (h : ℝ) (u : Grid) : Grid := fun i j =>
  (4 * u i j - u (i + 1) j - u (i - 1) j - u i (j + 1) - u i (j - 1)) / h ^ 2

/-- The symmetric nine-point stencil with weight `c` at the centre, `e` on the edges and
`k` at the corners, divided by the square of the spacing `h ≠ 0`. -/
def stencil (c e k h : ℝ) (u : Grid) : Grid := fun i j =>
  (c * u i j + e * (u (i + 1) j + u (i - 1) j + u i (j + 1) + u i (j - 1))
    + k * (u (i + 1) (j + 1) + u (i + 1) (j - 1)
      + u (i - 1) (j + 1) + u (i - 1) (j - 1))) / h ^ 2

/-- Bilinear interpolation from the coarse to the fine grid: the average over the coarse
nodes obtained by rounding half of each fine coordinate down and up. -/
def bilinear (u : Grid) : Grid := fun i j =>
  (u (i / 2) (j / 2) + u ((i + 1) / 2) (j / 2)
    + u (i / 2) ((j + 1) / 2) + u ((i + 1) / 2) ((j + 1) / 2)) / 4

/-- Full weighting from the fine to the coarse grid, the tensor product of the weights
`(1, 2, 1) / 4` in the two directions. -/
def fullWeighting (f : Grid) : Grid := fun i j =>
  (4 * f (2 * i) (2 * j)
    + 2 * (f (2 * i + 1) (2 * j) + f (2 * i - 1) (2 * j)
      + f (2 * i) (2 * j + 1) + f (2 * i) (2 * j - 1))
    + (f (2 * i + 1) (2 * j + 1) + f (2 * i + 1) (2 * j - 1)
      + f (2 * i - 1) (2 * j + 1) + f (2 * i - 1) (2 * j - 1))) / 16

/-- The coarse-grid operator: interpolate, apply the fine-grid operator `A`, restrict. -/
def coarsen (A : Grid → Grid) : Grid → Grid := fun u => fullWeighting (A (bilinear u))

/-- The mixed fourth difference: the second difference in one direction of the second
difference in the other. -/
def mixedDifference (u : Grid) : Grid := fun i j =>
  4 * u i j - 2 * (u (i + 1) j + u (i - 1) j + u i (j + 1) + u i (j - 1))
    + (u (i + 1) (j + 1) + u (i + 1) (j - 1) + u (i - 1) (j + 1) + u (i - 1) (j - 1))

/-- The family of nine-point negative Laplacians with corner weight `-s` and spacing
`h ≠ 0`. -/
def cornerLaplacian (s h : ℝ) : Grid → Grid := stencil (4 - 4 * s) (2 * s - 1) (-s) h

/-- Bilinear interpolation keeps the values at coarse nodes, averages two values at edge
midpoints and four values at cell centres. -/
theorem bilinear_values (u : Grid) (i j : ℤ) :
    bilinear u (2 * i) (2 * j) = u i j ∧
    bilinear u (2 * i + 1) (2 * j) = (u i j + u (i + 1) j) / 2 ∧
    bilinear u (2 * i) (2 * j + 1) = (u i j + u i (j + 1)) / 2 ∧
    bilinear u (2 * i + 1) (2 * j + 1) =
      (u i j + u (i + 1) j + u i (j + 1) + u (i + 1) (j + 1)) / 4 := by
  have a : ∀ k : ℤ, 2 * k / 2 = k := fun k => by omega
  have b : ∀ k : ℤ, (2 * k + 1) / 2 = k := fun k => by omega
  have c : ∀ k : ℤ, (2 * k + 1 + 1) / 2 = k + 1 := fun k => by omega
  refine ⟨?_, ?_, ?_, ?_⟩ <;> simp only [bilinear, a, b, c] <;> ring

/-- Coarsening maps the nine-point family to itself: the spacing doubles and the corner
parameter `s` becomes `(1 + s) / 4`. -/
theorem coarsen_cornerLaplacian (s h : ℝ) :
    coarsen (cornerLaplacian s h) = cornerLaplacian ((1 + s) / 4) (2 * h) := by
  -- write every fine index as an even or odd number
  have e1 : ∀ k : ℤ, 2 * k + 1 + 1 = 2 * (k + 1) := fun k => by ring
  have e2 : ∀ k : ℤ, 2 * k + 1 - 1 = 2 * k := fun k => by ring
  have e3 : ∀ k : ℤ, 2 * k - 1 = 2 * (k - 1) + 1 := fun k => by ring
  funext u i j
  simp only [coarsen, fullWeighting, cornerLaplacian, stencil, e1, e2, e3,
    sub_add_cancel, bilinear_values]
  ring

/-- The five-point negative Laplacian is the member of the nine-point family without
corner weights. -/
theorem negLaplacian_eq_cornerLaplacian (h : ℝ) :
    negLaplacian h = cornerLaplacian 0 h := by
  funext u i j
  simp only [negLaplacian, cornerLaplacian, stencil]
  ring

/-- For `h > 0` the coarsened five-point operator agrees at a node with the five-point
operator of spacing `2h` exactly when the mixed fourth difference vanishes there. -/
theorem coarsen_agrees_iff {h : ℝ} (hh : 0 < h) (u : Grid) (i j : ℤ) :
    coarsen (negLaplacian h) u i j = negLaplacian (2 * h) u i j ↔
      mixedDifference u i j = 0 := by
  -- the defect is the mixed difference over four squared coarse spacings
  have defect : coarsen (negLaplacian h) u i j =
      negLaplacian (2 * h) u i j - mixedDifference u i j / (4 * (2 * h) ^ 2) := by
    rw [negLaplacian_eq_cornerLaplacian h, coarsen_cornerLaplacian]
    simp only [cornerLaplacian, stencil, negLaplacian, mixedDifference]
    ring
  have hd : 4 * (2 * h) ^ 2 ≠ 0 := by positivity
  rw [defect]
  constructor
  · intro e
    have e0 : mixedDifference u i j / (4 * (2 * h) ^ 2) = 0 := by linarith
    exact (div_eq_zero_iff.mp e0).resolve_right hd
  · intro e
    rw [e, zero_div, sub_zero]

/-- For `h > 0`, full weighting and bilinear interpolation turn the five-point negative
Laplacian into the nine-point stencil with centre `3`, edges `-1/2` and corners `-1/4` over
`(2h)²`, which is not the five-point operator of spacing `2h`. -/
theorem coarsen_negLaplacian {h : ℝ} (hh : 0 < h) :
    coarsen (negLaplacian h) = stencil 3 (-1 / 2) (-1 / 4) (2 * h) ∧
      coarsen (negLaplacian h) ≠ negLaplacian (2 * h) := by
  constructor
  · rw [negLaplacian_eq_cornerLaplacian h, coarsen_cornerLaplacian]
    funext u i j
    simp only [cornerLaplacian, stencil]
    ring
  · intro e
    -- the grid function i² j² has mixed difference 4 at the origin
    have h0 := (coarsen_agrees_iff hh (fun i j => (i : ℝ) ^ 2 * (j : ℝ) ^ 2) 0 0).mp
      (by rw [e])
    norm_num [mixedDifference] at h0

/-- After `n` coarsenings the five-point operator has become the nine-point operator with
corner parameter `(1 - 4⁻ⁿ) / 3` and spacing `2ⁿ h`. -/
theorem coarsen_iterate (h : ℝ) (n : ℕ) :
    coarsen^[n] (negLaplacian h) =
      cornerLaplacian ((1 - (1 / 4) ^ n) / 3) (2 ^ n * h) := by
  induction n with
  | zero => simp [negLaplacian_eq_cornerLaplacian]
  | succ n ih =>
    rw [Function.iterate_succ_apply', ih, coarsen_cornerLaplacian]
    congr 1 <;> ring

/-- For `h > 0`, the repeatedly coarsened operators, multiplied by their squared spacing,
converge at every node to the stencil with centre `8/3` and all eight neighbours `-1/3`. -/
theorem coarsen_limit {h : ℝ} (hh : 0 < h) (u : Grid) (i j : ℤ) :
    Tendsto (fun n : ℕ => (2 ^ n * h) ^ 2 * coarsen^[n] (negLaplacian h) u i j) atTop
      (𝓝 (stencil (8 / 3) (-1 / 3) (-1 / 3) 1 u i j)) := by
  -- the family is affine in the corner parameter
  have affine : ∀ s H : ℝ, cornerLaplacian s H u i j =
      (negLaplacian 1 u i j - s * mixedDifference u i j) / H ^ 2 := by
    intro s H
    simp only [cornerLaplacian, stencil, negLaplacian, mixedDifference]
    ring
  have hq : Tendsto (fun n : ℕ => (1 / 4 : ℝ) ^ n) atTop (𝓝 0) :=
    tendsto_pow_atTop_nhds_zero_of_lt_one (by norm_num) (by norm_num)
  have hl := (((hq.const_sub 1).div_const 3).mul_const
    (mixedDifference u i j)).const_sub (negLaplacian 1 u i j)
  have e1 : (fun n : ℕ => (2 ^ n * h) ^ 2 * coarsen^[n] (negLaplacian h) u i j) =
      fun n : ℕ => negLaplacian 1 u i j
        - (1 - (1 / 4 : ℝ) ^ n) / 3 * mixedDifference u i j := by
    funext n
    have hH : (2 ^ n * h) ^ 2 ≠ 0 := by positivity
    rw [coarsen_iterate, affine, ← mul_div_assoc, mul_div_cancel_left₀ _ hH]
  have e2 : stencil (8 / 3) (-1 / 3) (-1 / 3) 1 u i j =
      negLaplacian 1 u i j - (1 - 0) / 3 * mixedDifference u i j := by
    simp only [stencil, negLaplacian, mixedDifference]
    ring
  rw [e1, e2]
  exact hl

end

end MultigridCoarseLaplacian
```

```lean
#print axioms MultigridCoarseLaplacian.coarsen_negLaplacian
-- 'MultigridCoarseLaplacian.coarsen_negLaplacian' depends on axioms: [propext, Classical.choice, Quot.sound]
#print axioms MultigridCoarseLaplacian.coarsen_limit
-- 'MultigridCoarseLaplacian.coarsen_limit' depends on axioms: [propext, Classical.choice, Quot.sound]
```

## How the definitions correspond to the grid operators

A `Grid` is a real function of two integer indices, and the same type serves for fine and coarse grids. Coarse node $(i,j)$ sits at fine node $(2i,2j)$. The operators $A_h$, $P$, $R$ and $A_{s,h}$ are `negLaplacian h`, `bilinear`, `fullWeighting` and `cornerLaplacian s h`, and `coarsen` sends an operator $A$ to $RAP$. In `stencil c e k h`, the letter `k` is the corner weight and not a wave number. `mixedDifference` is $D_xD_y$.

Two conventions matter when comparing with a code. The weights of `fullWeighting` sum to one, so $R$ is a quarter of the transpose of $P$; a code that restricts with the transpose itself obtains four times the stencil. The integer division in `bilinear` rounds down for negative indices too, unlike division in C, which rounds towards zero.

`coarsen_negLaplacian` states the stencil and the inequality with $A_{2h}$. The inequality is between operators: on particular grid functions they can agree, and `coarsen_agrees_iff` says at which nodes. `coarsen_iterate` gives the operator after $n$ coarsenings, and `coarsen_limit` the limit after multiplication by the squared spacing. That limit keeps the array `u` and the indices `i`, `j` fixed while the spacing grows, so it concerns the stencil weights and is not a continuum limit.

## How the identity is proved

`bilinear_values` computes the interpolated values for the four parities of a fine point; `omega` settles the rounded divisions. `coarsen_cornerLaplacian` then treats the whole family at once. It writes every fine index as even or odd, inserts the interpolated values, and leaves the comparison of coefficients to `ring`. This is the two-dimensional sum multiplied out directly, where the derivation above used one-dimensional factors.

The five-point case follows by setting $s=0$. In `coarsen_agrees_iff`, the step `defect` is the displayed difference from $A_{2h}$, and the positive spacing allows its denominator to be cleared. The inequality comes from evaluating $i^2j^2$ at the origin. `coarsen_iterate` is an induction on $n$ with the map $s\mapsto(1+s)/4$. For the limit, `affine` writes the operator as a linear expression in $s$, the squared spacing cancels, and $4^{-n}\to0$ does the rest.

## What carries over to a finite grid

The theorems fix the coarse operator for constant coefficients, equal spacing in both directions and these particular transfers, in real arithmetic without rounding. They say nothing about how fast a multigrid cycle converges, or about which of the two coarse operators serves it better.

The step left to the user is the passage from $\mathbb Z^2$ to a finite grid with boundary conditions. The value of $RA_hPu$ at a coarse node involves only fine points within two fine spacings in each direction. Where all of these exist and are treated by the interior rules, the same arithmetic applies; elsewhere the coarse stencil depends on how the code interpolates and restricts at the boundary.
